# The change in a real, differentiable self-energy between two frequencies is its slope at some frequency times their difference

The theorem takes a self-energy `S`, modelled as a real-valued function of a real frequency and assumed only to be differentiable everywhere. For any two frequencies `x` and `y` it states that there is a real `ξ` with `S y - S x = deriv S ξ * (y - x)`; it does not say that `ξ` lies between them. The proof splits on the order of `x` and `y`. When they differ, it applies the mean value theorem `exists_deriv_eq_slope` on the interval from the smaller to the larger and clears the denominator, and when they are equal both sides vanish.

This version doesn't compile in Lean 4 with Mathlib:

```lean
import Mathlib

open Filter Topology

namespace SelfEnergyMeanValue

noncomputable section

/-- The change of a differentiable self-energy between two frequencies is its slope at some
frequency times the frequency difference. -/
theorem self_energy_mean_value {S : ℝ → ℝ} (hS : Differentiable ℝ S) (x y : ℝ) :
    ∃ ξ, S y - S x = deriv S ξ * (y - x) := by
  rcases lt_trichotomy x y with hxy | hxy | hxy
  · obtain ⟨ξ, -, hξ⟩ := exists_deriv_eq_slope S hxy hS.continuous.continuousOn
      hS.differentiableOn
    exact ⟨ξ, by rw [hξ, div_mul_cancel₀ _ (sub_ne_zero.2 hxy.ne')]⟩
  · exact ⟨x, by rw [hxy]; ring⟩
  · obtain ⟨ξ, -, hξ⟩ := exists_deriv_eq_slope S hxy hS.continuous.continuousOn
      hS.differentiableOn
    refine ⟨ξ, ?_⟩
    have h1 : deriv S ξ * (x - y) = S x - S y := by
      rw [hξ, div_mul_cancel₀ _ (sub_ne_zero.2 hxy.ne')]
    linear_combination -h1

end

end SelfEnergyMeanValue
```

The compiler's answer:

```
Main.lean:23:4: error: ring failed, ring expressions not equal
S : ℝ → ℝ
hS : Differentiable ℝ S
x y : ℝ
hxy : y < x
ξ : ℝ
hξ : deriv S ξ = (S x - S y) / (x - y)
h1 : deriv S ξ * (x - y) = S x - S y
⊢ S y * 2 - S x * 2 + deriv S ξ * x * 2 - deriv S ξ * y * 2 = 0
```

What went wrong. The error is a wrong sign in the last case, `y < x`. There the mean value theorem gives the slope as `(S x - S y) / (x - y)`, so `h1` reads `deriv S ξ * (x - y) = S x - S y`, while the goal is `S y - S x = deriv S ξ * (y - x)`.

`linear_combination` subtracts the proposed combination of hypotheses from the goal and asks `ring1` to check that what is left is zero. Moved to one side, the goal is `S y - S x + deriv S ξ * (x - y)`, and `h1`, left side minus right, is the same expression. The goal is therefore `h1` with coefficient 1. With `-h1` the two add instead of cancelling, which is why every term in the reported remainder carries a factor of 2.

Replacing `-h1` by `h1` makes the difference vanish identically, and `ring1` closes the goal.

As a diff, the version that Lean accepts:

```diff
@@ -21,5 +21,5 @@
     have h1 : deriv S ξ * (x - y) = S x - S y := by
       rw [hξ, div_mul_cancel₀ _ (sub_ne_zero.2 hxy.ne')]
-    linear_combination -h1
+    linear_combination h1
 
 end
```
